# In the local plasmon model, the sphere–void curvature sum diverges to minus infinity

Summed with degeneracy 2l+1, the combined shifts of sphere and void plasmons from the flat-surface value run off to minus infinity as I raise the multipole cutoff. Yet each pair of frequencies approaches the flat value as l grows, and I have already subtracted that value. Why doesn't the subtraction leave a finite sum?

## The shift of each pair's sum shrinks as 1/(2l+1)², but the degeneracy restores a harmonic series

For bulk plasma frequency wp > 0, the two frequencies of every sphere–void pair add up to less than √2 wp, and the sum of the weighted shifts tends to minus infinity logarithmically. Write n = 2l+1 and

s = wp √(l/n), v = wp √((l+1)/n), D = √2 wp − (s+v).

Here √2 wp is twice the flat-surface plasmon frequency wp/√2. The squares obey

s² + v² = wp², n(v² − s²) = wp².

Therefore

(√2 wp)² − (s+v)² = 2(s²+v²) − (s+v)² = (v−s)².

Multiplying by n²(s+v)² gives

D n² (s+v)² (√2 wp + s + v) = n²(v²−s²)² = wp⁴.

The factor multiplying D is non-negative and the product is positive, so D > 0.

For the size of D, set wp = 1, r = √2, x = s+v and Q = x²(r+x), so that D n² Q = 1. Since x² = 1 + 2sv, we have 1 ≤ x < r, hence 2 ≤ Q ≤ 4r. This gives D ≥ 1/(4r n²) and D n² ≤ 1/2. Substituting x = r − D,

Q = 4r − 10D + D²(3r+x) ≥ 4r − 10D,

4r D n² = 1 + D n²(4r − Q) ≤ 1 + 5D ≤ 1 + 4rD.

Dividing by 4r n² and using D ≤ 1/n², then restoring wp,

wp/(4√2 n²) ≤ D ≤ wp/(4√2 n²) + wp/n⁴.

With A = wp/(8√2), the weighted shift −nD therefore lies between −2A/n − wp/n³ and −2A/n. From ln t ≤ t − 1, applied to (n+2)/n and its reciprocal,

2/(n+2) ≤ ln(n+2) − ln n ≤ 2/n.

The cubic remainder telescopes, because (2l+1)³ ≥ 4l(l+1):

1/(2l+1)³ ≤ (1/4)(1/l − 1/(l+1)).

Write S_L for the sum of the weighted shifts −nD over l = 1,…,L. Adding up the bounds gives

−A ln(2L+1) − wp/4 ≤ S_L ≤ −A (ln(2L+3) − ln 3).

The upper bound alone forces S_L to minus infinity.

In the Lean file, `sphereFreq wp l` and `voidFreq wp l` are s and v, with real `wp` and natural number `l`; `multipoleShift` is −nD and `curvatureSum wp L` is S_L. The final statement, `Tendsto (curvatureSum wp) atTop atBot`, says that S_L eventually falls below any given number. The frequencies are definitions, not derived from electrostatics. They stand for a lossless Drude metal with dielectric function 1 − wp²/ω², a sharp boundary to vacuum, local response and no retardation; spatial dispersion and Landau damping are absent.

```lean
import Mathlib

open Filter

namespace CurvedSurfacePlasmons

noncomputable section

/-- Frequency of the `l`-th multipole plasmon of a metal sphere with bulk plasma frequency `wp`. -/
def sphereFreq (wp : ℝ) (l : ℕ) : ℝ := wp * √((l : ℝ) / (2 * l + 1))

/-- Frequency of the `l`-th multipole plasmon of a spherical void in a metal with bulk plasma
frequency `wp`. -/
def voidFreq (wp : ℝ) (l : ℕ) : ℝ := wp * √(((l : ℝ) + 1) / (2 * l + 1))

/-- Shift of the sum of the sphere and void frequencies of order `l` from `√2 wp`, twice the
flat-surface plasmon frequency, weighted with the degeneracy `2l+1`. -/
def multipoleShift (wp : ℝ) (l : ℕ) : ℝ :=
  (2 * l + 1) * (sphereFreq wp l + voidFreq wp l - √2 * wp)

/-- The curvature sum: the weighted shifts of all multipoles from `l = 1` to the cutoff `L`. -/
def curvatureSum (wp : ℝ) (L : ℕ) : ℝ := ∑ l ∈ Finset.Icc 1 L, multipoleShift wp l

/-- The squared sphere and void frequencies of the same order add up to the squared bulk plasma
frequency. -/
theorem sphere_sq_add_void_sq (wp : ℝ) (l : ℕ) :
    sphereFreq wp l ^ 2 + voidFreq wp l ^ 2 = wp ^ 2 := by
  have hn : (2 * (l : ℝ) + 1) ≠ 0 := by positivity
  rw [sphereFreq, voidFreq, mul_pow, mul_pow, Real.sq_sqrt (by positivity),
    Real.sq_sqrt (by positivity), ← mul_add, ← add_div,
    show (l : ℝ) + (l + 1) = 2 * l + 1 by ring, div_self hn, mul_one]

/-- The squared void and sphere frequencies of order `l` differ by `wp² / (2l+1)`. -/
theorem void_sq_sub_sphere_sq (wp : ℝ) (l : ℕ) :
    (2 * l + 1) * (voidFreq wp l ^ 2 - sphereFreq wp l ^ 2) = wp ^ 2 := by
  have hn : (2 * (l : ℝ) + 1) ≠ 0 := by positivity
  rw [sphereFreq, voidFreq, mul_pow, mul_pow, Real.sq_sqrt (by positivity),
    Real.sq_sqrt (by positivity), ← mul_sub, ← sub_div,
    show (l : ℝ) + 1 - l = 1 by ring]
  field_simp

/-- Exact relation for the amount by which `s + v`, the sum of the sphere and void frequencies,
falls short of the flat-surface value `√2 wp`. -/
theorem deficit_identity (wp : ℝ) (l : ℕ) :
    (√2 * wp - (sphereFreq wp l + voidFreq wp l)) *
      ((2 * l + 1) ^ 2 * (sphereFreq wp l + voidFreq wp l) ^ 2 *
        (√2 * wp + (sphereFreq wp l + voidFreq wp l))) = wp ^ 4 := by
  have h1 := sphere_sq_add_void_sq wp l
  have h2 := void_sq_sub_sphere_sq wp l
  have hr : √(2 : ℝ) ^ 2 = 2 := Real.sq_sqrt (by norm_num)
  generalize sphereFreq wp l = s at *
  generalize voidFreq wp l = v at *
  -- the difference of squares is `(v - s)²`
  have h3 : (√2 * wp) ^ 2 - (s + v) ^ 2 = (v - s) ^ 2 := by
    rw [mul_pow, hr]
    linear_combination (-2) * h1
  calc _ = ((√2 * wp) ^ 2 - (s + v) ^ 2) * ((2 * l + 1) ^ 2 * (s + v) ^ 2) := by ring
    _ = ((2 * l + 1) * (v ^ 2 - s ^ 2)) ^ 2 := by rw [h3]; ring
    _ = wp ^ 4 := by rw [h2]; ring

/-- For `wp > 0` the sphere and void frequencies of equal order add up to less than the
flat-surface value `√2 wp`. -/
theorem sphere_add_void_lt {wp : ℝ} (hwp : 0 < wp) (l : ℕ) :
    sphereFreq wp l + voidFreq wp l < √2 * wp := by
  have hs : 0 ≤ sphereFreq wp l := by unfold sphereFreq; positivity
  have hv : 0 ≤ voidFreq wp l := by unfold voidFreq; positivity
  have hP : 0 ≤ (2 * (l : ℝ) + 1) ^ 2 * (sphereFreq wp l + voidFreq wp l) ^ 2 *
      (√2 * wp + (sphereFreq wp l + voidFreq wp l)) := by positivity
  have h4 : 0 < wp ^ 4 := by positivity
  by_contra h
  have h5 := mul_nonneg (sub_nonneg.2 (not_lt.1 h)) hP
  linarith [deficit_identity wp l]

/-- An algebraic estimate: the deficit relation, in units of `wp`, bounds the deficit `D` from both
sides. -/
lemma deficit_estimate {r x D n : ℝ} (hr : r ^ 2 = 2) (hx : 1 ≤ x) (hxr : x < r)
    (hD : D = r - x) (hn : 0 < n) (h : D * (n ^ 2 * x ^ 2 * (r + x)) = 1) :
    1 / (4 * r * n ^ 2) ≤ D ∧ D ≤ 1 / (4 * r * n ^ 2) + 1 / n ^ 4 := by
  have hr0 : 0 < r := by linarith
  have hD0 : 0 < D := by linarith
  have hy : 0 ≤ D * n ^ 2 := by positivity
  have hx2 : x ^ 2 ≤ 2 := by nlinarith
  have hx1 : 1 ≤ x ^ 2 := by nlinarith
  have hr1 : 5 / 4 ≤ r := by nlinarith
  have hup : x ^ 2 * (r + x) ≤ 2 * (2 * r) :=
    mul_le_mul hx2 (by linarith) (by linarith) (by norm_num)
  have hlo : 1 * 2 ≤ x ^ 2 * (r + x) :=
    mul_le_mul hx1 (by linarith) (by norm_num) (by positivity)
  have h1 := mul_le_mul_of_nonneg_left hup hy
  have h2 := mul_le_mul_of_nonneg_left hlo hy
  constructor
  · rw [div_le_iff₀ (by positivity)]
    linarith
  · -- expand around the flat-surface value `x = r`
    have e : x ^ 2 * (r + x) = 4 * r - 10 * D + D ^ 2 * (3 * r + x) := by
      rw [hD]
      linear_combination (-(3 * r - 5 * x)) * hr
    have h3 : 0 ≤ D ^ 2 * (3 * r + x) := by positivity
    have h4 : 4 * r - x ^ 2 * (r + x) ≤ 10 * D := by linarith
    have h5 := mul_le_mul_of_nonneg_left h4 hy
    have h6 : 10 * (D * n ^ 2) ≤ 4 * r := by linarith
    have h7 := mul_le_mul_of_nonneg_right h6 hD0.le
    have k : 4 * r * (D * n ^ 2) ≤ 1 + 4 * r * D := by linarith
    have k2 : D * n ^ 2 ≤ 1 := by linarith
    have k3 := mul_le_mul_of_nonneg_left k (show 0 ≤ n ^ 4 by positivity)
    have k4 := mul_le_mul_of_nonneg_left k2 (show 0 ≤ 4 * r * n ^ 2 by positivity)
    rw [div_add_div _ _ (by positivity) (by positivity), le_div_iff₀ (by positivity)]
    linarith

/-- For `wp > 0` the deficit from the flat-surface value is `wp / (4√2 (2l+1)²)`, up to a
non-negative correction of at most `wp / (2l+1)⁴`. -/
theorem deficit_bounds {wp : ℝ} (hwp : 0 < wp) (l : ℕ) :
    wp / (4 * √2 * (2 * l + 1) ^ 2) ≤ √2 * wp - (sphereFreq wp l + voidFreq wp l) ∧
    √2 * wp - (sphereFreq wp l + voidFreq wp l) ≤
      wp / (4 * √2 * (2 * l + 1) ^ 2) + wp / (2 * l + 1) ^ 4 := by
  have hs : 0 ≤ sphereFreq 1 l := by unfold sphereFreq; positivity
  have hv : 0 ≤ voidFreq 1 l := by unfold voidFreq; positivity
  have hsq := sphere_sq_add_void_sq 1 l
  have hx : 1 ≤ sphereFreq 1 l + voidFreq 1 l := by nlinarith [mul_nonneg hs hv]
  have hlt := sphere_add_void_lt one_pos l
  have hid := deficit_identity 1 l
  simp only [mul_one, one_pow] at hlt hid
  obtain ⟨h1, h2⟩ := deficit_estimate (Real.sq_sqrt (by norm_num)) hx hlt rfl
    (show 0 < 2 * (l : ℝ) + 1 by positivity) hid
  -- restore the unit of frequency
  have e : √2 * wp - (sphereFreq wp l + voidFreq wp l) =
      wp * (√2 - (sphereFreq 1 l + voidFreq 1 l)) := by
    simp only [sphereFreq, voidFreq]
    ring
  have h3 := mul_le_mul_of_nonneg_left h1 hwp.le
  have h4 := mul_le_mul_of_nonneg_left h2 hwp.le
  rw [mul_one_div] at h3
  rw [mul_add, mul_one_div, mul_one_div] at h4
  rw [e]
  exact ⟨h3, h4⟩

/-- For `wp > 0` the degeneracy-weighted shift falls off only like `1/(2l+1)`, up to a cubic
remainder. -/
theorem multipoleShift_bounds {wp : ℝ} (hwp : 0 < wp) (l : ℕ) :
    -(wp / (8 * √2) * (2 / (2 * l + 1))) - wp / (2 * l + 1) ^ 3 ≤ multipoleShift wp l ∧
    multipoleShift wp l ≤ -(wp / (8 * √2) * (2 / (2 * l + 1))) := by
  obtain ⟨h1, h2⟩ := deficit_bounds hwp l
  have hn : 0 < 2 * (l : ℝ) + 1 := by positivity
  have e1 : (2 * (l : ℝ) + 1) * (wp / (4 * √2 * (2 * l + 1) ^ 2)) =
      wp / (8 * √2) * (2 / (2 * l + 1)) := by
    rw [div_mul_div_comm, ← mul_div_assoc, div_eq_div_iff (by positivity) (by positivity)]
    ring
  have e2 : (2 * (l : ℝ) + 1) * (wp / (2 * l + 1) ^ 4) = wp / (2 * l + 1) ^ 3 := by
    rw [← mul_div_assoc, div_eq_div_iff (by positivity) (by positivity)]
    ring
  have h3 := mul_le_mul_of_nonneg_left h1 hn.le
  have h4 := mul_le_mul_of_nonneg_left h2 hn.le
  rw [e1] at h3
  rw [mul_add, e1, e2] at h4
  unfold multipoleShift
  constructor <;> linarith

/-- For `n > 0` the increment of the logarithm from `n` to `n + 2` lies between `2/(n+2)` and
`2/n`. -/
lemma log_step {n : ℝ} (hn : 0 < n) :
    2 / (n + 2) ≤ Real.log (n + 2) - Real.log n ∧
    Real.log (n + 2) - Real.log n ≤ 2 / n := by
  have hm : n + 2 ≠ 0 := by positivity
  have h1 := Real.log_le_sub_one_of_pos (show 0 < (n + 2) / n by positivity)
  have h2 := Real.log_le_sub_one_of_pos (show 0 < n / (n + 2) by positivity)
  rw [Real.log_div hm hn.ne', add_div, div_self hn.ne'] at h1
  have e : n / (n + 2) = 1 - 2 / (n + 2) := by
    rw [eq_sub_iff_add_eq, ← add_div, div_self hm]
  rw [Real.log_div hn.ne' hm, e] at h2
  constructor <;> linarith

/-- For `wp > 0` the curvature sum up to `L` is at most `-(wp / (8√2)) (ln (2L+3) - ln 3)`. -/
theorem curvatureSum_le {wp : ℝ} (hwp : 0 < wp) (L : ℕ) :
    curvatureSum wp L ≤ -(wp / (8 * √2) * (Real.log (2 * L + 3) - Real.log 3)) := by
  induction L with
  | zero => simp [curvatureSum]
  | succ L ih =>
    have hs : curvatureSum wp (L + 1) = curvatureSum wp L + multipoleShift wp (L + 1) :=
      Finset.sum_Icc_succ_top (by omega) _
    have h := (multipoleShift_bounds hwp (L + 1)).2
    rw [show 2 * ((L + 1 : ℕ) : ℝ) + 1 = 2 * L + 3 by push_cast; ring] at h
    have hlog := mul_le_mul_of_nonneg_left
      (log_step (show 0 < 2 * (L : ℝ) + 3 by positivity)).2
      (show 0 ≤ wp / (8 * √2) by positivity)
    rw [hs, show 2 * ((L + 1 : ℕ) : ℝ) + 3 = 2 * L + 3 + 2 by push_cast; ring]
    linarith

/-- For `wp > 0` the curvature sum falls no faster than logarithmically, with the same
coefficient `wp / (8√2)` as in the upper bound. -/
theorem le_curvatureSum {wp : ℝ} (hwp : 0 < wp) (L : ℕ) :
    -(wp / (8 * √2) * Real.log (2 * L + 1)) - wp / 4 ≤ curvatureSum wp L := by
  -- a sharper remainder makes the induction telescope
  have key : -(wp / (8 * √2) * Real.log (2 * L + 1)) - wp / 4 * (1 - 1 / ((L : ℝ) + 1)) ≤
      curvatureSum wp L := by
    induction L with
    | zero => simp [curvatureSum]
    | succ L ih =>
      have hs : curvatureSum wp (L + 1) = curvatureSum wp L + multipoleShift wp (L + 1) :=
        Finset.sum_Icc_succ_top (by omega) _
      have e : 2 * ((L + 1 : ℕ) : ℝ) + 1 = 2 * L + 1 + 2 := by push_cast; ring
      have h := (multipoleShift_bounds hwp (L + 1)).1
      rw [e] at h
      have hlog := mul_le_mul_of_nonneg_left
        (log_step (show 0 < 2 * (L : ℝ) + 1 by positivity)).1
        (show 0 ≤ wp / (8 * √2) by positivity)
      have hL : (0 : ℝ) ≤ L := Nat.cast_nonneg L
      have hcube : 1 / (2 * (L : ℝ) + 1 + 2) ^ 3 ≤
          (1 / ((L : ℝ) + 1) - 1 / ((L : ℝ) + 1 + 1)) / 4 := by
        rw [div_sub_div _ _ (by positivity) (by positivity), div_div,
          div_le_div_iff₀ (by positivity) (by positivity)]
        nlinarith [pow_nonneg hL 2, pow_nonneg hL 3]
      have hc := mul_le_mul_of_nonneg_left hcube hwp.le
      rw [mul_one_div] at hc
      rw [hs, e, show ((L + 1 : ℕ) : ℝ) = (L : ℝ) + 1 by simp]
      linarith
  have hpos : 0 ≤ wp / 4 * (1 / ((L : ℝ) + 1)) := by positivity
  linarith

/-- For `wp > 0` the curvature sum tends to minus infinity as the multipole cutoff is removed. -/
theorem curvatureSum_tendsto_atBot {wp : ℝ} (hwp : 0 < wp) :
    Tendsto (curvatureSum wp) atTop atBot := by
  have hA : 0 < wp / (8 * √2) := by positivity
  have h1 : Tendsto (fun L : ℕ => 2 * (L : ℝ) + 3) atTop atTop :=
    tendsto_atTop_add_const_right _ _
      (tendsto_natCast_atTop_atTop.const_mul_atTop two_pos)
  have h2 := Real.tendsto_log_atTop.comp h1
  have h3 := (tendsto_atTop_add_const_right _ (-Real.log 3) h2).const_mul_atTop hA
  refine tendsto_atBot_mono (fun L => ?_) (tendsto_neg_atTop_atBot.comp h3)
  simp only [Function.comp_apply]
  linarith [curvatureSum_le hwp L]

end

end CurvedSurfacePlasmons
```

```lean
#print axioms CurvedSurfacePlasmons.le_curvatureSum
#print axioms CurvedSurfacePlasmons.curvatureSum_tendsto_atBot
```

```
'CurvedSurfacePlasmons.le_curvatureSum' depends on axioms: [propext, Classical.choice, Quot.sound]
'CurvedSurfacePlasmons.curvatureSum_tendsto_atBot' depends on axioms: [propext, Classical.choice, Quot.sound]
```

`sphere_sq_add_void_sq` and `void_sq_sub_sphere_sq` supply the two relations between squares, and `deficit_identity` combines them. `sphere_add_void_lt` gets D > 0 by contradiction: a non-positive D would make wp⁴ non-positive. `deficit_estimate` contains the inequalities for Q, and `deficit_bounds` applies them at wp = 1 before rescaling. `multipoleShift_bounds` inserts the degeneracy.

The sums are handled by induction on L, with `log_step` comparing each new term with a logarithmic increment. In `le_curvatureSum` the induction carries the sharper remainder (wp/4)(1 − 1/(L+1)), which makes the cubic terms telescope. `curvatureSum_tendsto_atBot` then compares S_L with the diverging logarithm.

The smallest non-empty sum, L = 1, has s = wp/√3 and v = wp √(2/3), so S_1 ≈ −0.0611 wp. At L = 0 the sum is empty and equals zero.

For a sphere and a void of equal radius, the zero-point energy of these model surface modes with l = 1,…,L, measured from the value with every mode at wp/√2, is (ħ/2) S_L. This is not a full RPA correlation energy, which also involves the other excitations of the metal. At large L, doubling the cutoff lowers this energy difference by about 0.031 ħwp, however many multipoles are already included. A fixed surface wavevector cutoff k on a sphere of radius R corresponds to L ≈ kR, so the difference acquires a term in ln(kR): its value depends on the short-wavelength physics that sets k.
